# Transverse acoustic branches with a cubic chiral coupling split as q² and share one sound velocity

A transverse sound wave travelling along the trigonal axis of quartz slowly turns its plane of polarisation. I understand this as two circularly polarised waves that run at slightly different speeds. But elasticity theory gives a single transverse sound velocity along that axis. When I expand the dynamical matrix in the wave number q, the term that tells the two circular waves apart is cubic:

D(q) = [[c q², i b q³], [−i b q³, c q²]]

How can the two branches differ at every small q and still have the same sound velocity? And does a cubic term in the matrix mean that the frequencies split as q³?

## The coupling is cubic in ω² and quadratic in ω

The frequencies split as q². The matrix determines ω², and ω itself is proportional to q at long wavelength, so taking the square root lowers the order of the splitting by one. A splitting of order q² disappears from ω/q as q → 0, which leaves one sound velocity, √c. At finite q the phase velocities do differ, by an amount of order q.

Here c is the squared transverse sound velocity (an elastic constant over the density), not a velocity, and b measures the handedness of the crystal. Translational invariance makes the acoustic block start at q². Because the force constants are real, the imaginary antisymmetric part of this block is odd in q, so that part starts at q³. Inversion symmetry would force b = 0. Take b, c > 0; the opposite sign of b exchanges the two circular waves.

### Circular amplitudes and the two frequencies

For a polarisation vector (v₀, v₁) and an eigenvalue μ = ω², the equations are

c q² v₀ + i b q³ v₁ = μ v₀

−i b q³ v₀ + c q² v₁ = μ v₁

Adding i times the second to the first, and then subtracting it instead, gives

(c q² + b q³)(v₀ + i v₁) = μ (v₀ + i v₁)

(c q² − b q³)(v₀ − i v₁) = μ (v₀ − i v₁)

If μ equals neither bracket, both circular amplitudes vanish, and so do v₀ and v₁. The eigenvalues are therefore exactly c q² ± b q³, with normalised eigenvectors (1, −i)/√2 for the plus sign and (1, i)/√2 for the minus sign.

For 0 < q < c/b both eigenvalues are positive and distinct, and the frequencies are

ω₊ = q √(c + bq),  ω₋ = q √(c − bq)

Multiplying and dividing the difference by the sum of the roots gives

ω₊ − ω₋ = q [(c + bq) − (c − bq)] / (√(c + bq) + √(c − bq))
= 2b q² / (√(c + bq) + √(c − bq))

As q decreases to 0, the denominator tends to 2√c, so

(ω₊ − ω₋)/q² → b/√c,  ω₊/q → √c,  ω₋/q → √c

The first of these limits, that of the splitting, is approached from above. With s = √(c + bq) and t = √(c − bq),

(s + t)² = 2(s² + t²) − (s − t)² = 4c − (s − t)² < 4c

Hence s + t < 2√c, and the splitting exceeds b q²/√c at every q in the interval.

An acoustic experiment fixes the frequency instead. Let the upper branch have wave number p and the lower branch wave number m at the same frequency, with p > 0 and 0 < m < c/b. Then

c p² + b p³ = c m² − b m³

b (p³ + m³) = c (m² − p²)

Dividing by c(p + m) gives

m − p = (b/c)(p² − pm + m²)

The long-wave solution is the one with m < 2c/(3b), where the lower branch still rises with wave number. For it, half of this mismatch is the angle per unit length through which a linear polarisation turns, which is the effect you started from.

### Obtaining b and c from computed phonons

A density functional perturbation calculation at a small q along the axis yields a 3N × 3N dynamical matrix for N atoms per cell. Diagonalising it gives, among others, the two transverse acoustic frequencies. They do not reveal the sign of b, which follows from which circular polarisation has the higher frequency. With b > 0 as above, and within this harmonic two-component model, they determine the coefficients:

c = (ω₊² + ω₋²)/(2q²),  b = (ω₊² − ω₋²)/(2q³)

In a long-wave expansion, b is instead computed directly as the third-order coefficient of the transverse acoustic block, including the contribution of the internal displacements that follow the wave. The limit above then converts b into a frequency splitting.

### Frequencies defined by the eigenproblem

In the Lean file, `dynMatrix b c q` is the mass-weighted matrix D(q), with real parameters and complex entries. `IsFrequency b c q ω` says that ω is nonnegative and that ω² is an eigenvalue with a nonzero complex polarisation vector. `branch b c q` is √(c q² + b q³), and the lower branch is `branch (-b) c q`.

The main theorem, `chiral_acoustic_splitting`, takes b, c > 0 and any two real functions `ωm` and `ωp` that are phonon frequencies with `ωm q < ωp q` whenever 0 < q < c/b. The letters stand for minus and plus; `ωp` is not a plasma frequency. Neither continuity nor an explicit formula is assumed. The conclusion consists of the three limits above, where `𝓝[>] 0` means that q approaches 0 through positive values. "Sound velocity" thus means the limit of ω/q.

`frequencies` states that for b > 0 and 0 < q < c/b the phonon frequencies are exactly the two branches, positive and distinct. It needs no separate assumption c > 0, because the interval for q already implies it. `splitting_gt` is the strict lower bound, and `wavenumber_mismatch` is the relation at equal frequency, in which `p` and `m` are wave numbers, not a momentum and a mass.

The step from this matrix to a real crystal is the reduction of the full lattice dynamics to D(q). It requires a propagation axis of at least threefold symmetry, elimination of the other modes, and truncation after q³. A further diagonal term of order q⁴ would leave the limits unchanged but could spoil the strict lower bound.

```lean
import Mathlib

open Filter Topology Matrix
open Complex (I)

namespace AcousticalActivity

noncomputable section

/-- Model dynamical matrix, truncated after `q³`, for transverse acoustic waves of wave number `q`
along an axis of at least threefold symmetry in a chiral crystal. Here `c` is an elastic constant
over the density, and `b` is the gyrotropic coupling. -/
def dynMatrix (b c q : ℝ) : Matrix (Fin 2) (Fin 2) ℂ :=
  !![(c : ℂ) * q ^ 2, I * b * q ^ 3; -(I * b * q ^ 3), (c : ℂ) * q ^ 2]

/-- A phonon frequency at wave number `q`: a nonnegative number whose square is an eigenvalue
of the dynamical matrix. -/
def IsFrequency (b c q ω : ℝ) : Prop :=
  0 ≤ ω ∧ ∃ v : Fin 2 → ℂ, v ≠ 0 ∧ dynMatrix b c q *ᵥ v = ((ω : ℂ) ^ 2) • v

/-- The dispersion branch `√(c q² + b q³)`, for `c q² + b q³ ≥ 0`; the partner branch has `b`
reversed. -/
def branch (b c q : ℝ) : ℝ := √(c * q ^ 2 + b * q ^ 3)

/-- The eigenvalue equation of the dynamical matrix, written in Cartesian components. -/
theorem eigen_components (b c q : ℝ) (μ : ℂ) (v : Fin 2 → ℂ) :
    dynMatrix b c q *ᵥ v = μ • v ↔
      (c : ℂ) * q ^ 2 * v 0 + I * b * q ^ 3 * v 1 = μ * v 0 ∧
      -(I * b * q ^ 3) * v 0 + (c : ℂ) * q ^ 2 * v 1 = μ * v 1 := by
  simp [dynMatrix, funext_iff, Fin.forall_fin_two, dotProduct, Fin.sum_univ_two]

/-- The circularly polarised displacements `(1, -i)` and `(1, i)` are eigenvectors, with
eigenvalues `c q² + b q³` and `c q² - b q³`. -/
theorem circular_polarisation (b c q : ℝ) :
    dynMatrix b c q *ᵥ ![1, -I] = ((c : ℂ) * q ^ 2 + b * q ^ 3) • ![1, -I] ∧
    dynMatrix b c q *ᵥ ![1, I] = ((c : ℂ) * q ^ 2 - b * q ^ 3) • ![1, I] := by
  constructor
  · refine (eigen_components b c q _ _).2 ⟨?_, ?_⟩
    · show (c : ℂ) * q ^ 2 * 1 + I * b * q ^ 3 * (-I) = ((c : ℂ) * q ^ 2 + b * q ^ 3) * 1
      linear_combination (-(b : ℂ) * q ^ 3) * Complex.I_sq
    · show -(I * b * q ^ 3) * 1 + (c : ℂ) * q ^ 2 * (-I)
        = ((c : ℂ) * q ^ 2 + b * q ^ 3) * (-I)
      ring
  · refine (eigen_components b c q _ _).2 ⟨?_, ?_⟩
    · show (c : ℂ) * q ^ 2 * 1 + I * b * q ^ 3 * I = ((c : ℂ) * q ^ 2 - b * q ^ 3) * 1
      linear_combination ((b : ℂ) * q ^ 3) * Complex.I_sq
    · show -(I * b * q ^ 3) * 1 + (c : ℂ) * q ^ 2 * I = ((c : ℂ) * q ^ 2 - b * q ^ 3) * I
      ring

/-- The eigenvalues of the dynamical matrix are exactly `c q² + b q³` and `c q² - b q³`. -/
theorem eigenvalue_iff (b c q : ℝ) (μ : ℂ) :
    (∃ v : Fin 2 → ℂ, v ≠ 0 ∧ dynMatrix b c q *ᵥ v = μ • v) ↔
      μ = (c : ℂ) * q ^ 2 + b * q ^ 3 ∨ μ = (c : ℂ) * q ^ 2 - b * q ^ 3 := by
  constructor
  · rintro ⟨v, hv, h⟩
    obtain ⟨h0, h1⟩ := (eigen_components b c q μ v).1 h
    by_contra hn
    obtain ⟨n1, n2⟩ := not_or.1 hn
    -- the two circular amplitudes decouple
    have hp : (μ - ((c : ℂ) * q ^ 2 + b * q ^ 3)) * (v 0 + I * v 1) = 0 := by
      linear_combination -h0 - I * h1 - (b : ℂ) * q ^ 3 * v 0 * Complex.I_sq
    have hm : (μ - ((c : ℂ) * q ^ 2 - b * q ^ 3)) * (v 0 - I * v 1) = 0 := by
      linear_combination -h0 + I * h1 + (b : ℂ) * q ^ 3 * v 0 * Complex.I_sq
    have hp' := (mul_eq_zero.1 hp).resolve_left (sub_ne_zero.2 n1)
    have hm' := (mul_eq_zero.1 hm).resolve_left (sub_ne_zero.2 n2)
    have e0 : v 0 = 0 := by linear_combination (hp' + hm') / 2
    have e1 : v 1 = 0 := by
      linear_combination (-I / 2) * (hp' - hm') + v 1 * Complex.I_sq
    exact hv (funext (Fin.forall_fin_two.2 ⟨e0, e1⟩))
  · rintro (rfl | rfl)
    · exact ⟨_, fun h => one_ne_zero (congrFun h 0), (circular_polarisation b c q).1⟩
    · exact ⟨_, fun h => one_ne_zero (congrFun h 0), (circular_polarisation b c q).2⟩

lemma branch_sq {b c q : ℝ} (h : 0 ≤ c + b * q) :
    branch b c q ^ 2 = c * q ^ 2 + b * q ^ 3 :=
  Real.sq_sqrt (by nlinarith [mul_nonneg (sq_nonneg q) h])

lemma branch_eq (b c : ℝ) {q : ℝ} (hq : 0 < q) : branch b c q = q * √(c + b * q) := by
  have h : c * q ^ 2 + b * q ^ 3 = q ^ 2 * (c + b * q) := by ring
  rw [branch, h, Real.sqrt_mul (sq_nonneg q), Real.sqrt_sq hq.le]

/-- For `b > 0` and `0 < q < c/b` the phonon frequencies are exactly the two branches, which
are positive and distinct. -/
theorem frequencies {b c q : ℝ} (hb : 0 < b) (hq : 0 < q) (hqc : q < c / b) :
    (∀ ω, IsFrequency b c q ω ↔ ω = branch b c q ∨ ω = branch (-b) c q) ∧
      0 < branch (-b) c q ∧ branch (-b) c q < branch b c q := by
  have hlt : q * b < c := (lt_div_iff₀ hb).1 hqc
  have hbq : 0 < b * q := mul_pos hb hq
  have h1 : branch b c q ^ 2 = c * q ^ 2 + b * q ^ 3 := branch_sq (by linarith)
  have h2 : branch (-b) c q ^ 2 = c * q ^ 2 - b * q ^ 3 := by
    rw [branch_sq (by linarith)]; ring
  have n1 : 0 ≤ branch b c q := Real.sqrt_nonneg _
  have n2 : 0 ≤ branch (-b) c q := Real.sqrt_nonneg _
  refine ⟨fun ω => ⟨?_, ?_⟩, ?_, ?_⟩
  · rintro ⟨h0, hv⟩
    rcases (eigenvalue_iff b c q _).1 hv with h | h
    · have h' : ω ^ 2 = c * q ^ 2 + b * q ^ 3 := by exact_mod_cast h
      exact Or.inl ((sq_eq_sq₀ h0 n1).1 (h'.trans h1.symm))
    · have h' : ω ^ 2 = c * q ^ 2 - b * q ^ 3 := by exact_mod_cast h
      exact Or.inr ((sq_eq_sq₀ h0 n2).1 (h'.trans h2.symm))
  · rintro (rfl | rfl)
    · exact ⟨n1, (eigenvalue_iff b c q _).2 (Or.inl (by exact_mod_cast h1))⟩
    · exact ⟨n2, (eigenvalue_iff b c q _).2 (Or.inr (by exact_mod_cast h2))⟩
  · rw [branch_eq _ _ hq]
    exact mul_pos hq (Real.sqrt_pos.2 (by linarith))
  · rw [branch_eq _ _ hq, branch_eq _ _ hq]
    exact mul_lt_mul_of_pos_left (Real.sqrt_lt_sqrt (by linarith) (by linarith)) hq

/-- The exact splitting of the two branches for `b > 0` and `0 < q < c/b`. -/
theorem splitting_eq {b c q : ℝ} (hb : 0 < b) (hq : 0 < q) (hqc : q < c / b) :
    branch b c q - branch (-b) c q =
      2 * b * q ^ 2 / (√(c + b * q) + √(c + -b * q)) := by
  have hlt : q * b < c := (lt_div_iff₀ hb).1 hqc
  have hbq : 0 < b * q := mul_pos hb hq
  have hs := Real.sq_sqrt (show 0 ≤ c + b * q by linarith)
  have ht := Real.sq_sqrt (show 0 ≤ c + -b * q by linarith)
  have hpos : 0 < √(c + b * q) := Real.sqrt_pos.2 (by linarith)
  have hne : √(c + b * q) + √(c + -b * q) ≠ 0 := by positivity
  rw [branch_eq _ _ hq, branch_eq _ _ hq, eq_div_iff hne]
  linear_combination q * (hs - ht)

/-- For `b > 0` and `0 < q < c/b` the splitting strictly exceeds `b q² / √c`. -/
theorem splitting_gt {b c q : ℝ} (hb : 0 < b) (hq : 0 < q) (hqc : q < c / b) :
    b * q ^ 2 / √c < branch b c q - branch (-b) c q := by
  have hlt : q * b < c := (lt_div_iff₀ hb).1 hqc
  have hbq : 0 < b * q := mul_pos hb hq
  have hs := Real.sq_sqrt (show 0 ≤ c + b * q by linarith)
  have ht := Real.sq_sqrt (show 0 ≤ c + -b * q by linarith)
  have hr := Real.sq_sqrt (show 0 ≤ c by linarith)
  have hr0 : 0 < √c := Real.sqrt_pos.2 (by linarith)
  have ht0 : 0 < √(c + -b * q) := Real.sqrt_pos.2 (by linarith)
  have hst : √(c + -b * q) < √(c + b * q) :=
    Real.sqrt_lt_sqrt (by linarith) (by linarith)
  rw [splitting_eq hb hq hqc]
  -- strict concavity of the square root
  have key : √(c + b * q) + √(c + -b * q) < 2 * √c :=
    lt_of_pow_lt_pow_left₀ 2 (by positivity)
      (by nlinarith [pow_pos (sub_pos.2 hst) 2])
  rw [div_lt_div_iff₀ hr0 (by linarith)]
  have hbq2 : 0 < b * q ^ 2 := by positivity
  nlinarith [mul_lt_mul_of_pos_left key hbq2]

/-- Let `b, c > 0`, and let `ωm q < ωp q` be phonon frequencies for all `0 < q < c/b`. As `q`
decreases to 0, their difference over `q²` tends to `b/√c`, and both have the sound
velocity `√c`. -/
theorem chiral_acoustic_splitting {b c : ℝ} (hb : 0 < b) (hc : 0 < c) {ωm ωp : ℝ → ℝ}
    (h : ∀ q, 0 < q → q < c / b →
      IsFrequency b c q (ωm q) ∧ IsFrequency b c q (ωp q) ∧ ωm q < ωp q) :
    Tendsto (fun q => (ωp q - ωm q) / q ^ 2) (𝓝[>] 0) (𝓝 (b / √c)) ∧
    Tendsto (fun q => ωp q / q) (𝓝[>] 0) (𝓝 (√c)) ∧
    Tendsto (fun q => ωm q / q) (𝓝[>] 0) (𝓝 (√c)) := by
  -- the ordering fixes which frequency lies on which branch
  have hid : ∀ q, 0 < q → q < c / b → ωp q = branch b c q ∧ ωm q = branch (-b) c q := by
    intro q hq hqc
    obtain ⟨hm, hp, hlt⟩ := h q hq hqc
    obtain ⟨hiff, -, hord⟩ := frequencies hb hq hqc
    rcases (hiff _).1 hm with em | em <;> rcases (hiff _).1 hp with ep | ep
    · linarith
    · linarith
    · exact ⟨ep, em⟩
    · linarith
  have hev : ∀ᶠ q in 𝓝[>] (0 : ℝ), q ∈ Set.Ioo 0 (c / b) :=
    Ioo_mem_nhdsGT (div_pos hc hb)
  have hroot : ∀ a : ℝ, Tendsto (fun q : ℝ => √(c + a * q)) (𝓝[>] 0) (𝓝 (√c)) := by
    intro a
    have hcont : Continuous (fun q : ℝ => √(c + a * q)) := by fun_prop
    have h0 := (hcont.tendsto 0).mono_left (nhdsWithin_le_nhds (s := Set.Ioi 0))
    simpa using h0
  have hr0 : 0 < √c := Real.sqrt_pos.2 hc
  refine ⟨?_, ?_, ?_⟩
  · have hlim : Tendsto (fun q : ℝ => 2 * b / (√(c + b * q) + √(c + -b * q)))
        (𝓝[>] 0) (𝓝 (2 * b / (√c + √c))) :=
      tendsto_const_nhds.div ((hroot b).add (hroot (-b))) (by positivity)
    have hval : 2 * b / (√c + √c) = b / √c := by
      rw [← two_mul, mul_div_mul_left _ _ two_ne_zero]
    rw [hval] at hlim
    refine hlim.congr' ?_
    filter_upwards [hev] with q hq
    have hq2 : q ^ 2 ≠ 0 := pow_ne_zero 2 hq.1.ne'
    rw [(hid q hq.1 hq.2).1, (hid q hq.1 hq.2).2, splitting_eq hb hq.1 hq.2,
      div_right_comm, mul_div_cancel_right₀ _ hq2]
  · refine (hroot b).congr' ?_
    filter_upwards [hev] with q hq
    rw [(hid q hq.1 hq.2).1, branch_eq _ _ hq.1, mul_div_cancel_left₀ _ hq.1.ne']
  · refine (hroot (-b)).congr' ?_
    filter_upwards [hev] with q hq
    rw [(hid q hq.1 hq.2).2, branch_eq _ _ hq.1, mul_div_cancel_left₀ _ hq.1.ne']

/-- For `b > 0`, let waves on the upper branch at `p > 0` and on the lower branch at
`0 < m < c/b` have equal frequency. Their wave numbers then differ by
`(b/c) (p² - p m + m²)`. -/
theorem wavenumber_mismatch {b c p m : ℝ} (hb : 0 < b) (hp : 0 < p) (hm : 0 < m)
    (hmc : m < c / b) (h : branch b c p = branch (-b) c m) :
    m - p = b / c * (p ^ 2 - p * m + m ^ 2) := by
  have hlt : m * b < c := (lt_div_iff₀ hb).1 hmc
  have hc : 0 < c := (mul_pos hm hb).trans hlt
  have h1 : branch b c p ^ 2 = c * p ^ 2 + b * p ^ 3 := branch_sq (by positivity)
  have h2 : branch (-b) c m ^ 2 = c * m ^ 2 + -b * m ^ 3 := branch_sq (by linarith)
  rw [h, h2] at h1
  -- the common factor p + m drops out
  have h3 : (p + m) * ((m - p) * c) = (p + m) * (b * (p ^ 2 - p * m + m ^ 2)) := by
    linear_combination h1
  have h4 := mul_left_cancel₀ (add_pos hp hm).ne' h3
  rw [div_mul_eq_mul_div, eq_div_iff hc.ne']
  exact h4

end

end AcousticalActivity
```

```lean
#print axioms AcousticalActivity.splitting_gt
#print axioms AcousticalActivity.chiral_acoustic_splitting
#print axioms AcousticalActivity.wavenumber_mismatch
```

```
'AcousticalActivity.splitting_gt' depends on axioms: [propext, Classical.choice, Quot.sound]
'AcousticalActivity.chiral_acoustic_splitting' depends on axioms: [propext, Classical.choice, Quot.sound]
'AcousticalActivity.wavenumber_mismatch' depends on axioms: [propext, Classical.choice, Quot.sound]
```

### From the component equations to the limits

`eigen_components` writes out the two eigenvalue equations. `circular_polarisation` checks the unnormalised vectors (1, −i) and (1, i) by substitution, using i² = −1.

In `eigenvalue_iff`, the facts `hp` and `hm` are the decoupled equations for v₀ + i v₁ and v₀ − i v₁. Each `linear_combination` records how the component equations are added. If μ is neither candidate, both amplitudes vanish, which contradicts a nonzero vector. The converse uses the circular eigenvectors.

`branch_sq` squares a branch, and `branch_eq` takes the factor q out of the root. In `frequencies`, an allowed ω and a branch have equal squares and are both nonnegative, so they are equal. Positivity and ordering follow from 0 < c − bq < c + bq.

`splitting_eq` is the rationalised difference: after multiplication by the sum of the roots, only their squares remain. In `splitting_gt`, the step `key` is the inequality s + t < 2√c, obtained by comparing squares.

The main theorem first has to decide which function lies on which branch. The step `hid` goes through the four possible assignments, and the strict ordering excludes three of them. `hroot` supplies √(c + aq) → √c by continuity, for either sign of a. The hypotheses guarantee that the quotients in the theorem agree with the simplified expressions for 0 < q < c/b, which is enough for a limit at 0 from the right; `congr'` carries out this replacement.

Finally, `wavenumber_mismatch` squares the equal frequencies and cancels the positive factor p + m, as in the derivation above.
